# Polaron shift: electron levels coupled to one boson through their occupations decouple from the shifted boson

## Question

An electron sits on a molecular level and pushes a vibration to a new equilibrium position. With electron annihilator $a$, creator $c$, occupation $n=ca$ and boson operators $b,B$ satisfying $bB-Bb=1$, I would write, for level energy $e$, vibrational frequency $w$ and coupling strength $g$,

$$H=e\,n+w\,Bb+g\,n(b+B),\qquad w\neq0.$$

Shifting both boson operators by $(g/w)n$ should remove the coupling and move the level to $e-g^2/w$. Can this be made rigorous as pure operator algebra and checked in Lean, preferably for several electron modes?

## Answer

Yes, for finitely many electron modes and one boson mode, without hopping between the electron modes.

### Completing the square with operators

Let $a_i,c_i$ obey the canonical anticommutation relations and commute with $b,B$. Put $n_i=c_ia_i$, $N=\sum_i g_in_i$ and

$$H=\sum_i e_in_i+w\,Bb+N(b+B),\qquad f=b+N/w,\quad F=B+N/w.$$

Since $a_i^2=0$ and $a_ic_i=1-c_ia_i$,

$$n_i^2=c_i(1-c_ia_i)a_i=c_ia_i-c_i^2a_i^2=n_i.$$

For $i\neq j$, four sign changes give

$$c_ia_ic_ja_j=-c_ic_ja_ia_j=c_ic_ja_ja_i=-c_jc_ia_ja_i=c_ja_jc_ia_i,$$

so the occupations commute. $N$ also commutes with $b$ and $B$, hence $[f,F]=[b,B]=1$. Expanding,

$$wFf=wBb+BN+Nb+N^2/w=wBb+N(b+B)+N^2/w,$$

and therefore $H=wFf+D$ with $D=\sum_i e_in_i-N^2/w$. As $D$ commutes with $f$ and $F$,

$$[f,H]=w[f,F]f=wf,\qquad [H,F]=wF[f,F]=wF.$$

Finally $N^2=\sum_i g_i^2n_i+\sum_{i\neq j}g_ig_jn_in_j$, so

$$H=wFf+\sum_i\Big(e_i-\frac{g_i^2}{w}\Big)n_i-\sum_{i\neq j}\frac{g_ig_j}{w}n_in_j.$$

The last sum runs over ordered pairs. For one mode it is empty, which leaves your formula.

If $f\psi=0$ and $n_i\psi=\nu_i\psi$, then $H\psi=E_0\psi$ with $E_0=\sum_i e_i\nu_i-(\sum_i g_i\nu_i)^2/w$. Because $HF=FH+wF$, each application of $F$ adds $w$, so $HF^k\psi=(kw+E_0)F^k\psi$.

### What the Lean theorems say

`A` is any complex algebra, `ι` is a finite set of electron modes (spin can be part of the label), and `ElectronBoson a c b B` collects the relations. `density g a c` is $N$, `hamiltonian` is $H$, and `dressed` adds $N/w$ to a boson operator. `polaron_shift` states the commutators and the decomposition; `Finset.univ.erase i` encodes $j\neq i$. `polaron_shift_one_mode` is your case, with `Unit` as the label set.

Units have $\hbar=1$, and the zero-point energy is omitted. The condition `w ≠ 0` stands for a restoring force, without which there is no displaced equilibrium. Parameters may be complex, and `c i` need not be the adjoint of `a i`; for a physical Hamiltonian take real parameters, $w>0$ and true adjoints. `polaron_levels` assumes the vector $\psi$ and proves the eigenvalue equation, not that $\psi$ exists or that $F^k\psi$ is nonzero.

No unitary transformation is constructed, and the electron operators stay undressed. A hopping term would generally fail to commute with $N$. For this hopping-free, single-boson model, the energy formula offers a reference for simulations that truncate the boson space.

```lean
import Mathlib

open Matrix

namespace PolaronShift

noncomputable section

variable {ι A : Type*} [Fintype ι] [DecidableEq ι] [Ring A] [Algebra ℂ A]

/-- Electron modes with annihilators `a i` and creators `c i` obey the canonical anticommutation
relations and commute with a boson pair `b`, `B` obeying `b B - B b = 1`. -/
structure ElectronBoson {ι A : Type*} [DecidableEq ι] [Ring A]
    (a c : ι → A) (b B : A) : Prop where
  aa : ∀ i j, a i * a j + a j * a i = 0
  cc : ∀ i j, c i * c j + c j * c i = 0
  ac : ∀ i j, a i * c j + c j * a i = if i = j then 1 else 0
  ccr : b * B - B * b = 1
  b_a : ∀ i, Commute b (a i)
  b_c : ∀ i, Commute b (c i)
  B_a : ∀ i, Commute B (a i)
  B_c : ∀ i, Commute B (c i)

/-- The weighted sum `∑ g i n i` of the occupation numbers `n i = c i * a i`. -/
def density (g : ι → ℂ) (a c : ι → A) : A := ∑ i, g i • (c i * a i)

/-- Electron levels `e i`, one boson of frequency `w`, and a coupling of the occupation numbers
to the displacement `b + B` with strengths `g i`. -/
def hamiltonian (w : ℂ) (e g : ι → ℂ) (a c : ι → A) (b B : A) : A :=
  density e a c + w • (B * b) + density g a c * (b + B)

/-- The boson operator `x` shifted by the electron density: `x + (1/w) ∑ g i n i`. -/
def dressed (w : ℂ) (g : ι → ℂ) (a c : ι → A) (x : A) : A :=
  x + w⁻¹ • density g a c

variable {a c : ι → A} {b B : A}

omit [Fintype ι] in
/-- The occupation number of a mode is idempotent. -/
theorem number_sq (h : ElectronBoson a c b B) (i : ι) :
    c i * a i * (c i * a i) = c i * a i := by
  have h0 : a i * a i = 0 := by
    calc a i * a i = (1 / 2 : ℂ) • (a i * a i + a i * a i) := by module
      _ = 0 := by rw [h.aa, smul_zero]
  have h1 : a i * c i + c i * a i = 1 := by simpa using h.ac i i
  linear_combination (norm := noncomm_ring) c i * h1 * a i - c i * c i * h0

/-- Any two weighted sums of occupation numbers commute. -/
theorem density_commute (h : ElectronBoson a c b B) (e g : ι → ℂ) :
    Commute (density e a c) (density g a c) := by
  have hn : ∀ i j, Commute (c i * a i) (c j * a j) := by
    intro i j
    by_cases hij : i = j
    · subst hij
      exact Commute.refl _
    · have h1 : a i * c j + c j * a i = 0 := by simpa [hij] using h.ac i j
      have h2 : a j * c i + c i * a j = 0 := by simpa [Ne.symm hij] using h.ac j i
      change c i * a i * (c j * a j) = c j * a j * (c i * a i)
      linear_combination (norm := noncomm_ring) c i * h1 * a j - c i * c j * h.aa i j
        + h.cc i j * a j * a i - c j * h2 * a i
  exact Commute.sum_left _ _ _ fun i _ => Commute.sum_right _ _ _ fun j _ =>
    ((hn i j).smul_right (g j)).smul_left (e i)

omit [DecidableEq ι] in
/-- An operator that commutes with all electron operators commutes with the density. -/
theorem commute_density {x : A} (ha : ∀ i, Commute x (a i)) (hc : ∀ i, Commute x (c i))
    (g : ι → ℂ) : Commute x (density g a c) :=
  Commute.sum_right _ _ _ fun i _ => ((hc i).mul_right (ha i)).smul_right (g i)

/-- Completing the square: the Hamiltonian is a free shifted boson plus the electron levels
minus the squared density over `w`. -/
theorem complete_square (h : ElectronBoson a c b B) (e g : ι → ℂ) {w : ℂ} (hw : w ≠ 0) :
    hamiltonian w e g a c b B = w • (dressed w g a c B * dressed w g a c b)
      + (density e a c - w⁻¹ • (density g a c * density g a c)) := by
  have hB := (commute_density h.B_a h.B_c g).eq
  simp only [hamiltonian, dressed, mul_add, add_mul, smul_mul_assoc, mul_smul_comm, smul_add,
    smul_inv_smul₀ hw, hB]
  abel

/-- If `f F - F f = 1` and `D` commutes with both `f` and `F`, then `H = w F f + D` satisfies the
ladder relations `f H - H f = w f` and `H F - F H = w F`. -/
theorem ladder_of_ccr {f F D : A} (w : ℂ) (h : f * F - F * f = 1)
    (hf : Commute f D) (hF : Commute F D) :
    f * (w • (F * f) + D) - (w • (F * f) + D) * f = w • f ∧
    (w • (F * f) + D) * F - F * (w • (F * f) + D) = w • F := by
  have h1 : f * (F * f) = F * f * f + f := by
    linear_combination (norm := noncomm_ring) h * f
  have h2 : F * f * F = F * (F * f) + F := by
    linear_combination (norm := noncomm_ring) F * h
  constructor
  · rw [mul_add, add_mul, mul_smul_comm, smul_mul_assoc, h1, hf.eq, smul_add]
    abel
  · rw [mul_add, add_mul, mul_smul_comm, smul_mul_assoc, h2, hF.eq, smul_add]
    abel

/-- Polaron shift: the shifted operators are a boson pair and ladder operators of the coupled
Hamiltonian, which becomes a free boson, electron levels lowered by `g i ^ 2 / w`, and a
density-density interaction between different modes. -/
theorem polaron_shift (h : ElectronBoson a c b B) (e g : ι → ℂ) {w : ℂ} (hw : w ≠ 0) :
    let f := dressed w g a c b
    let F := dressed w g a c B
    let H := hamiltonian w e g a c b B
    f * F - F * f = 1 ∧ f * H - H * f = w • f ∧ H * F - F * H = w • F ∧
    H = w • (F * f) + density (fun i => e i - g i ^ 2 / w) a c
      - ∑ i, ∑ j ∈ Finset.univ.erase i, (g i * g j / w) • (c i * a i * (c j * a j)) := by
  intro f F H
  have hb := commute_density h.b_a h.b_c
  have hB := commute_density h.B_a h.B_c
  have hN := density_commute h
  -- adding an `M` that commutes with `b` and `B` to both of them keeps their commutator equal to 1
  have key : ∀ M : A, Commute b M → Commute B M →
      (b + M) * (B + M) - (B + M) * (b + M) = 1 := by
    intro M h1 h2
    linear_combination (norm := noncomm_ring) h.ccr + h1.eq - h2.eq
  have hfF : f * F - F * f = 1 := key _ ((hb g).smul_right _) ((hB g).smul_right _)
  have hf : ∀ k, Commute f (density k a c) := fun k =>
    (hb k).add_left ((hN g k).smul_left _)
  have hF : ∀ k, Commute F (density k a c) := fun k =>
    (hB k).add_left ((hN g k).smul_left _)
  have hH : H = w • (F * f) + (density e a c - w⁻¹ • (density g a c * density g a c)) :=
    complete_square h e g hw
  have hl := ladder_of_ccr w hfF
    ((hf e).sub_right (((hf g).mul_right (hf g)).smul_right w⁻¹))
    ((hF e).sub_right (((hF g).mul_right (hF g)).smul_right w⁻¹))
  rw [← hH] at hl
  refine ⟨hfF, hl.1, hl.2, ?_⟩
  -- the squared density splits into a diagonal and an off-diagonal part
  have hsq : density g a c * density g a c = ∑ i, g i ^ 2 • (c i * a i)
      + ∑ i, ∑ j ∈ Finset.univ.erase i, (g i * g j) • (c i * a i * (c j * a j)) := by
    unfold density
    rw [Finset.sum_mul_sum, ← Finset.sum_add_distrib]
    refine Finset.sum_congr rfl fun i _ => ?_
    rw [← Finset.add_sum_erase _ _ (Finset.mem_univ i)]
    simp only [smul_mul_smul_comm, number_sq h i, sq]
  rw [hH, hsq]
  simp only [density, smul_add, Finset.smul_sum, smul_smul, sub_smul, Finset.sum_sub_distrib,
    div_eq_inv_mul]
  abel

/-- One electron mode: the shift by `(g/w) n` gives a boson pair, the lowering relation
`[f, H] = w f`, and a decoupled Hamiltonian with level `e - g ^ 2 / w`. -/
theorem polaron_shift_one_mode {a c b B f F H : A} {e g w : ℂ} (hw : w ≠ 0)
    (h : ElectronBoson (fun _ : Unit => a) (fun _ => c) b B)
    (hf : f = b + (g / w) • (c * a)) (hF : F = B + (g / w) • (c * a))
    (hH : H = e • (c * a) + w • (B * b) + g • (c * a * (b + B))) :
    f * F - F * f = 1 ∧ f * H - H * f = w • f ∧
    H = w • (F * f) + (e - g ^ 2 / w) • (c * a) := by
  have h1 : dressed w (fun _ : Unit => g) (fun _ => a) (fun _ => c) b = f := by
    simp [dressed, density, hf, smul_smul, div_eq_inv_mul]
  have h2 : dressed w (fun _ : Unit => g) (fun _ => a) (fun _ => c) B = F := by
    simp [dressed, density, hF, smul_smul, div_eq_inv_mul]
  have h3 : hamiltonian w (fun _ : Unit => e) (fun _ => g) (fun _ => a) (fun _ => c) b B = H := by
    simp only [hamiltonian, density, Finset.univ_unique, Finset.sum_singleton, hH,
      smul_mul_assoc]
  have hp := polaron_shift h (fun _ => e) (fun _ => g) hw
  simp only [h1, h2, h3] at hp
  obtain ⟨p, q, -, s⟩ := hp
  exact ⟨p, q, by simpa [density] using s⟩

/-- A vector with occupations `ν i` that is annihilated by the shifted boson gives, after `k`
shifted creations, a solution of the eigenvalue equation with the stated energy. -/
theorem polaron_levels {V : Type*} [AddCommGroup V] [Module ℂ V] [Module A V]
    [IsScalarTower ℂ A V] (h : ElectronBoson a c b B) (e g ν : ι → ℂ) {w : ℂ} (hw : w ≠ 0)
    {ψ : V} (hψ : dressed w g a c b • ψ = 0) (hν : ∀ i, (c i * a i) • ψ = ν i • ψ) (k : ℕ) :
    hamiltonian w e g a c b B • (dressed w g a c B ^ k • ψ) =
      (k * w + (∑ i, e i * ν i - (∑ i, g i * ν i) ^ 2 / w)) •
        (dressed w g a c B ^ k • ψ) := by
  have hd : ∀ q : ι → ℂ, density q a c • ψ = (∑ i, q i * ν i) • ψ := by
    intro q
    simp only [density, Finset.sum_smul, smul_assoc, hν, smul_smul]
  -- the energy before any boson is created
  have h0 : hamiltonian w e g a c b B • ψ =
      (∑ i, e i * ν i - (∑ i, g i * ν i) ^ 2 / w) • ψ := by
    rw [complete_square h e g hw, add_smul, sub_smul, smul_assoc, smul_assoc, mul_smul,
      mul_smul, hψ, smul_zero, smul_zero, hd e, hd g,
      smul_comm (density g a c) (∑ i, g i * ν i) ψ, hd g]
    module
  have hHF := sub_eq_iff_eq_add'.mp (polaron_shift h e g hw).2.2.1
  generalize hamiltonian w e g a c b B = H at *
  generalize dressed w g a c B = F at *
  -- each creation adds the energy `w`
  induction k with
  | zero => simpa using h0
  | succ k ih =>
    rw [pow_succ', mul_smul, ← mul_smul H F, hHF, add_smul, mul_smul, ih, smul_assoc,
      smul_comm F _ (F ^ k • ψ)]
    generalize F • F ^ k • ψ = φ
    push_cast
    module

/-- Two electron annihilators in Jordan-Wigner form, as integer matrices. -/
def jw : Fin 2 → Matrix (Fin 4) (Fin 4) ℤ :=
  ![!![0, 1, 0, 0; 0, 0, 0, 0; 0, 0, 0, 1; 0, 0, 0, 0],
    !![0, 0, 1, 0; 0, 0, 0, -1; 0, 0, 0, 0; 0, 0, 0, 0]]

/-- Integer matrices read as matrices of operators on polynomials. -/
def embed : Matrix (Fin 4) (Fin 4) ℤ →+*
    Matrix (Fin 4) (Fin 4) (Module.End ℂ (Polynomial ℂ)) :=
  (Int.castRingHom _).mapMatrix

/-- The Jordan-Wigner matrices, with the derivative and multiplication by `X` on polynomials as
boson pair, satisfy all the relations for two electron modes. -/
theorem electronBoson_witness :
    ElectronBoson (fun i => embed (jw i)) (fun i => embed (jw i)ᵀ)
      (Matrix.scalar (Fin 4) (Polynomial.derivative : Module.End ℂ (Polynomial ℂ)))
      (Matrix.scalar (Fin 4) (LinearMap.mulLeft ℂ (Polynomial.X : Polynomial ℂ))) := by
  have h1 : ∀ i j, jw i * jw j + jw j * jw i = 0 := by decide +kernel
  have h2 : ∀ i j, (jw i)ᵀ * (jw j)ᵀ + (jw j)ᵀ * (jw i)ᵀ = 0 := by decide +kernel
  have h3 : ∀ i j, jw i * (jw j)ᵀ + (jw j)ᵀ * jw i = if i = j then 1 else 0 := by
    decide +kernel
  have h4 : (Polynomial.derivative : Module.End ℂ (Polynomial ℂ)) *
      LinearMap.mulLeft ℂ Polynomial.X - LinearMap.mulLeft ℂ Polynomial.X *
        (Polynomial.derivative : Module.End ℂ (Polynomial ℂ)) = 1 := by
    refine LinearMap.ext fun p => ?_
    simp [Module.End.mul_apply, Polynomial.derivative_mul]
  -- scalar matrices commute with integer matrices
  have h5 : ∀ (T : Module.End ℂ (Polynomial ℂ)) (M : Matrix (Fin 4) (Fin 4) ℤ),
      Commute (Matrix.scalar (Fin 4) T) (embed M) := by
    intro T M
    refine Matrix.ext fun i j => ?_
    rw [Matrix.scalar_apply, Matrix.diagonal_mul, Matrix.mul_diagonal]
    exact (Int.commute_cast T (M i j)).eq
  refine ⟨fun i j => ?_, fun i j => ?_, fun i j => ?_, ?_, fun i => h5 _ _, fun i => h5 _ _,
    fun i => h5 _ _, fun i => h5 _ _⟩
  · simp only [← map_mul, ← map_add, h1, map_zero]
  · simp only [← map_mul, ← map_add, h2, map_zero]
  · simp only [← map_mul, ← map_add, h3]
    split_ifs <;> simp
  · rw [← map_mul, ← map_mul, ← map_sub, h4, map_one]

end

end PolaronShift
```

```lean
#print axioms PolaronShift.polaron_shift_one_mode
-- 'PolaronShift.polaron_shift_one_mode' depends on axioms: [propext, Classical.choice, Quot.sound]
#print axioms PolaronShift.polaron_levels
-- 'PolaronShift.polaron_levels' depends on axioms: [propext, Classical.choice, Quot.sound]
```

### How the proof follows the algebra

`number_sq` and `density_commute` establish idempotence and commuting occupations. Their `linear_combination` calls multiply the anticommutation relations by operators on the left and right, in the order of the exchanges above, and `noncomm_ring` checks the remaining identity. `commute_density` carries commutation with the electron operators over to $N$.

`complete_square` expands $wFf$, and `ladder_of_ccr` derives the ladder relations for any $D$ commuting with the boson pair. `polaron_shift` combines these and splits $N^2$ into its diagonal and off-diagonal parts in `hsq`. The one-mode theorem specialises it, and `polaron_levels` computes $H\psi$ before an induction on $k$.

`electronBoson_witness` realises the relations for two electron modes: Jordan–Wigner matrices for the electrons, and differentiation and multiplication by $X$ on polynomials for the boson. `decide +kernel` checks the integer matrix identities, `embed` transfers them to operator-valued matrices, and the product rule gives $bB-Bb=1$.
